# The orientational variance of an EPR line is quadratic in the nuclear projection, for symmetric traceless tensors

Without a formula for the orientational average, the coefficients I get by fitting the linewidths of a tumbling radical to a quadratic in the nuclear projection m are just numbers: I can't relate them to the molecule's tensors. Let G and A be the anisotropic Zeeman and hyperfine tensors, real, symmetric and traceless, and let u be the field direction seen from the molecule. The claim is that the average of (uᵀ(G+mA)u)² over the unit sphere is

(2/15)(Tr G² + 2m Tr(GA) + m² Tr A²).

Can this be derived with an honest surface integral, and can the derivation be checked by machine in Lean?

## Azimuth first, then polar angle

Yes. Take any symmetric T, with indices 0, 1, 2, and u = (sin θ cos φ, sin θ sin φ, cos θ). Multiplying out gives

uᵀTu = p + q cos 2φ + r sin 2φ + s cos φ + t sin φ,

with

p = ½(T₀₀+T₁₁) sin²θ + T₂₂ cos²θ,

q = ½(T₀₀−T₁₁) sin²θ, r = T₀₁ sin²θ,

s = 2T₀₂ sin θ cos θ, t = 2T₁₂ sin θ cos θ.

Over a full turn of φ the harmonics integrate to zero and are mutually orthogonal, so

∫ uᵀTu dφ = 2πp,

∫ (uᵀTu)² dφ = π(2p² + q² + r² + s² + t²).

The second result equals π(a sin⁴θ + b sin²θ cos²θ + c cos⁴θ), where

a = ½(T₀₀+T₁₁)² + ¼(T₀₀−T₁₁)² + T₀₁²,

b = 2(T₀₀+T₁₁)T₂₂ + 4T₀₂² + 4T₁₂²,

c = 2T₂₂².

With the weight sin θ, the substitution x = cos θ turns the three polar integrals into those of (1−x²)², (1−x²)x² and x⁴ from −1 to 1, which are 16/15, 4/15 and 2/5. Dividing by 4π gives the mean square

(8a + 2b + 3c)/30 = ((Tr T)² + 2 Tr T²)/15.

The mean is ½∫ p sin θ dθ = ½(⅔(T₀₀+T₁₁) + ⅔T₂₂) = Tr T/3.

Now put T = G + mA. Its trace is zero, so the mean shift vanishes and the mean square is a variance, V(m). Since Tr(AG) = Tr(GA),

Tr T² = Tr G² + 2m Tr(GA) + m² Tr A²,

which gives the claim. Subtraction then yields

V(m) − V(−m) = (8/15) m Tr(GA),

V(m+1) − 2V(m) + V(m−1) = (4/15) Tr A².

If A ≠ 0, then Tr A² = Σ Aᵢⱼ² > 0. With m₀ = −Tr(GA)/Tr A², completing the square gives

V(m) − V(m₀) = (2/15) Tr A² (m − m₀)²,

so m₀ is the strict minimum over real m.

Here is the complete Lean file.

```lean
import Mathlib

open scoped Real Matrix

namespace TumblingLinewidth

noncomputable section

/-- The unit vector with polar angle `θ` and azimuth `φ`: the direction of the magnetic field
seen from the molecule. -/
def fieldDir (θ φ : ℝ) : Fin 3 → ℝ :=
  ![Real.sin θ * Real.cos φ, Real.sin θ * Real.sin φ, Real.cos θ]

/-- The average of `f` over the unit sphere, as a surface integral divided by `4π`. -/
def sphereAvg (f : (Fin 3 → ℝ) → ℝ) : ℝ :=
  (∫ θ in (0 : ℝ)..π, (∫ φ in (0 : ℝ)..(2 * π), f (fieldDir θ φ)) * Real.sin θ) / (4 * π)

/-- The secular shift `uᵀ T u` produced by the tensor `T` for field direction `u`. -/
def shift (T : Matrix (Fin 3) (Fin 3) ℝ) (u : Fin 3 → ℝ) : ℝ := u ⬝ᵥ (T *ᵥ u)

/-- The orientational mean square of the shift of the line with nuclear projection `m`, for
Zeeman tensor `G` and hyperfine tensor `A`. -/
def lineVariance (G A : Matrix (Fin 3) (Fin 3) ℝ) (m : ℝ) : ℝ :=
  sphereAvg fun u => shift (G + m • A) u ^ 2

/-- The shift as a Fourier polynomial in the azimuth, with harmonics zero, one and two. -/
theorem shift_fieldDir (T : Matrix (Fin 3) (Fin 3) ℝ) (θ φ : ℝ) :
    shift T (fieldDir θ φ) =
      ((T 0 0 + T 1 1) / 2 * Real.sin θ ^ 2 + T 2 2 * Real.cos θ ^ 2)
      + ((T 0 0 - T 1 1) / 2 * Real.sin θ ^ 2) * (Real.cos φ ^ 2 - Real.sin φ ^ 2)
      + ((T 0 1 + T 1 0) / 2 * Real.sin θ ^ 2) * (2 * Real.sin φ * Real.cos φ)
      + ((T 0 2 + T 2 0) * Real.sin θ * Real.cos θ) * Real.cos φ
      + ((T 1 2 + T 2 1) * Real.sin θ * Real.cos θ) * Real.sin φ := by
  simp only [shift, fieldDir, Matrix.mulVec, dotProduct, Fin.sum_univ_three,
    Matrix.cons_val]
  linear_combination ((T 0 0 + T 1 1) / 2 * Real.sin θ ^ 2) * Real.sin_sq_add_cos_sq φ

/-- Over a full turn of the azimuth only the constant harmonic survives. -/
theorem azimuth_mean (p q r u v : ℝ) :
    ∫ x in (0 : ℝ)..(2 * π), (p + q * (Real.cos x ^ 2 - Real.sin x ^ 2)
      + r * (2 * Real.sin x * Real.cos x) + u * Real.cos x + v * Real.sin x) = 2 * π * p := by
  rw [intervalIntegral.integral_eq_sub_of_hasDerivAt
    (f := fun x => p * x + q * (Real.sin x * Real.cos x) + r * (Real.sin x * Real.sin x)
      + u * Real.sin x + (-v) * Real.cos x)]
  · simp only [Real.sin_two_pi, Real.cos_two_pi, Real.sin_zero, Real.cos_zero]
    ring
  · intro x _
    have hs := Real.hasDerivAt_sin x
    have hc := Real.hasDerivAt_cos x
    refine ((((((hasDerivAt_id' x).const_mul p).fun_add ((hs.fun_mul hc).const_mul q)).fun_add
      ((hs.fun_mul hs).const_mul r)).fun_add (hs.const_mul u)).fun_add
      (hc.const_mul (-v))).congr_deriv ?_
    ring
  · exact Continuous.intervalIntegrable (by fun_prop) _ _

/-- Over a full turn of the azimuth the harmonics contribute to the mean square without
cross terms. -/
theorem azimuth_sq (p q r u v : ℝ) :
    ∫ x in (0 : ℝ)..(2 * π), (p + q * (Real.cos x ^ 2 - Real.sin x ^ 2)
      + r * (2 * Real.sin x * Real.cos x) + u * Real.cos x + v * Real.sin x) ^ 2
      = π * (2 * p ^ 2 + q ^ 2 + r ^ 2 + u ^ 2 + v ^ 2) := by
  rw [intervalIntegral.integral_eq_sub_of_hasDerivAt
    (f := fun x => (p ^ 2 + (q ^ 2 + r ^ 2 + u ^ 2 + v ^ 2) / 2) * x
      + ((q ^ 2 - r ^ 2) / 2) * (Real.sin x * Real.cos x
          * (Real.cos x * Real.cos x - Real.sin x * Real.sin x))
      + ((u ^ 2 - v ^ 2) / 2 + 2 * p * q) * (Real.sin x * Real.cos x)
      + (2 * p * r + u * v) * (Real.sin x * Real.sin x)
      + (2 * q * r) * (Real.sin x * Real.sin x * (Real.cos x * Real.cos x))
      + (2 * p * u + 2 * q * u) * Real.sin x
      + (2 * q * v - 2 * p * v) * Real.cos x
      + (4 / 3 * (r * v - q * u)) * (Real.sin x * Real.sin x * Real.sin x)
      + (-(4 / 3) * (q * v + r * u)) * (Real.cos x * Real.cos x * Real.cos x))]
  · simp only [Real.sin_two_pi, Real.cos_two_pi, Real.sin_zero, Real.cos_zero]
    ring
  · intro x _
    have hs := Real.hasDerivAt_sin x
    have hc := Real.hasDerivAt_cos x
    have hsc := hs.fun_mul hc
    have hss := hs.fun_mul hs
    have hcc := hc.fun_mul hc
    refine ((((((((((hasDerivAt_id' x).const_mul _).fun_add
      ((hsc.fun_mul (hcc.fun_sub hss)).const_mul _)).fun_add (hsc.const_mul _)).fun_add
      (hss.const_mul _)).fun_add ((hss.fun_mul hcc).const_mul _)).fun_add
      (hs.const_mul _)).fun_add (hc.const_mul _)).fun_add
      ((hss.fun_mul hs).const_mul _)).fun_add ((hcc.fun_mul hc).const_mul _)).congr_deriv ?_
    -- the two sides agree up to a multiple of sin² + cos² = 1
    linear_combination (-((q ^ 2 + r ^ 2) * (Real.sin x ^ 2 + Real.cos x ^ 2 + 1) / 2
      + (u ^ 2 + v ^ 2) / 2 + 2 * q * u * Real.cos x - 2 * q * v * Real.sin x))
      * Real.sin_sq_add_cos_sq x
  · exact Continuous.intervalIntegrable (by fun_prop) _ _

/-- The polar integral of an even quartic in `sin θ` and `cos θ` with the weight `sin θ`. -/
theorem polar_integral (a b c : ℝ) :
    ∫ x in (0 : ℝ)..π, (a * Real.sin x ^ 4 + b * (Real.sin x ^ 2 * Real.cos x ^ 2)
      + c * Real.cos x ^ 4) * Real.sin x = 16 / 15 * a + 4 / 15 * b + 2 / 5 * c := by
  rw [intervalIntegral.integral_eq_sub_of_hasDerivAt
    (f := fun x => (-a) * Real.cos x
      + ((2 * a - b) / 3) * (Real.cos x * Real.cos x * Real.cos x)
      + (-(a - b + c) / 5) * (Real.cos x * Real.cos x * Real.cos x
          * (Real.cos x * Real.cos x)))]
  · simp only [Real.cos_pi, Real.cos_zero]
    ring
  · intro x _
    have hc := Real.hasDerivAt_cos x
    have hcc := hc.fun_mul hc
    have hccc := hcc.fun_mul hc
    refine (((hc.const_mul _).fun_add (hccc.const_mul _)).fun_add
      ((hccc.fun_mul hcc).const_mul _)).congr_deriv ?_
    linear_combination (-(a * Real.sin x * (1 - Real.cos x ^ 2 + Real.sin x ^ 2)
      + b * Real.sin x * Real.cos x ^ 2)) * Real.sin_sq_add_cos_sq x
  · exact Continuous.intervalIntegrable (by fun_prop) _ _

/-- The mean shift over all orientations is one third of the trace of the tensor. -/
theorem sphereAvg_shift (T : Matrix (Fin 3) (Fin 3) ℝ) :
    sphereAvg (shift T) = T.trace / 3 := by
  have inner : ∀ θ, ∫ φ in (0 : ℝ)..(2 * π), shift T (fieldDir θ φ) =
      (π * (T 0 0 + T 1 1)) * Real.sin θ ^ 4
      + (π * (T 0 0 + T 1 1 + 2 * T 2 2)) * (Real.sin θ ^ 2 * Real.cos θ ^ 2)
      + (π * (2 * T 2 2)) * Real.cos θ ^ 4 := by
    intro θ
    simp only [shift_fieldDir]
    rw [azimuth_mean]
    linear_combination (-(π * ((T 0 0 + T 1 1) * Real.sin θ ^ 2
      + 2 * T 2 2 * Real.cos θ ^ 2))) * Real.sin_sq_add_cos_sq θ
  have hπ := Real.pi_ne_zero
  simp only [sphereAvg, inner, polar_integral, Matrix.trace_fin_three]
  rw [div_eq_iff (by positivity)]
  ring

/-- The mean square shift of a symmetric tensor over all orientations is
`((Tr T)² + 2 Tr T²) / 15`. -/
theorem sphereAvg_shift_sq (T : Matrix (Fin 3) (Fin 3) ℝ) (hT : T.IsSymm) :
    sphereAvg (fun u => shift T u ^ 2) = (T.trace ^ 2 + 2 * (T * T).trace) / 15 := by
  have h10 : T 1 0 = T 0 1 := hT.apply 0 1
  have h20 : T 2 0 = T 0 2 := hT.apply 0 2
  have h21 : T 2 1 = T 1 2 := hT.apply 1 2
  have inner : ∀ θ, ∫ φ in (0 : ℝ)..(2 * π), shift T (fieldDir θ φ) ^ 2 =
      (π * ((T 0 0 + T 1 1) ^ 2 / 2 + (T 0 0 - T 1 1) ^ 2 / 4 + T 0 1 ^ 2)) * Real.sin θ ^ 4
      + (π * (2 * (T 0 0 + T 1 1) * T 2 2 + 4 * T 0 2 ^ 2 + 4 * T 1 2 ^ 2))
        * (Real.sin θ ^ 2 * Real.cos θ ^ 2)
      + (π * (2 * T 2 2 ^ 2)) * Real.cos θ ^ 4 := by
    intro θ
    simp only [shift_fieldDir]
    rw [azimuth_sq, h10, h20, h21]
    ring
  have hπ := Real.pi_ne_zero
  simp only [sphereAvg, inner, polar_integral, Matrix.trace_fin_three, Matrix.mul_apply,
    Fin.sum_univ_three, h10, h20, h21]
  rw [div_eq_iff (by positivity)]
  ring

variable {G A : Matrix (Fin 3) (Fin 3) ℝ}

/-- For symmetric traceless Zeeman and hyperfine tensors the variance of the line position is
quadratic in the nuclear projection `m`, with the cross term `Tr(GA)` as linear part. -/
theorem lineVariance_eq (hG : G.IsSymm) (hA : A.IsSymm) (tG : G.trace = 0) (tA : A.trace = 0)
    (m : ℝ) : lineVariance G A m =
      2 / 15 * ((G * G).trace + 2 * m * (G * A).trace + m ^ 2 * (A * A).trace) := by
  rw [lineVariance, sphereAvg_shift_sq _ (hG.add (hA.smul m))]
  simp only [Matrix.add_mul, Matrix.mul_add, Matrix.smul_mul, Matrix.mul_smul,
    Matrix.trace_add, Matrix.trace_smul, smul_eq_mul, tG, tA]
  rw [Matrix.trace_mul_comm A G]
  ring

/-- For symmetric traceless tensors the variances of the lines `m` and `-m` differ by a multiple
of `Tr(GA)`, and the second difference of neighbouring lines is a multiple of `Tr A²`. -/
theorem lineVariance_differences (hG : G.IsSymm) (hA : A.IsSymm) (tG : G.trace = 0)
    (tA : A.trace = 0) (m : ℝ) :
    lineVariance G A m - lineVariance G A (-m) = 8 / 15 * m * (G * A).trace ∧
    lineVariance G A (m + 1) - 2 * lineVariance G A m + lineVariance G A (m - 1)
      = 4 / 15 * (A * A).trace := by
  simp only [lineVariance_eq hG hA tG tA]
  constructor <;> ring

/-- For symmetric traceless tensors with `A ≠ 0`, the variance as a function of real `m` has its
strict minimum at `m = -Tr(GA) / Tr(A²)`. -/
theorem lineVariance_min (hG : G.IsSymm) (hA : A.IsSymm) (tG : G.trace = 0) (tA : A.trace = 0)
    (hne : A ≠ 0) (m : ℝ) (hm : m ≠ -(G * A).trace / (A * A).trace) :
    lineVariance G A (-(G * A).trace / (A * A).trace) < lineVariance G A m := by
  -- Tr A² is the sum of the squared entries, hence positive
  have ht : 0 < (A * A).trace := by
    have e : (A * A).trace = ∑ i, ∑ j, A i j ^ 2 := by
      simp only [Matrix.trace, Matrix.diag_apply, Matrix.mul_apply]
      refine Finset.sum_congr rfl fun i _ => Finset.sum_congr rfl fun j _ => ?_
      rw [hA.apply i j, sq]
    obtain ⟨i, j, hij⟩ : ∃ i j, A i j ≠ 0 := by
      by_contra h
      refine hne (Matrix.ext fun i j => ?_)
      by_contra hij
      exact h ⟨i, j, hij⟩
    rw [e]
    exact Finset.sum_pos' (fun i _ => Finset.sum_nonneg fun j _ => sq_nonneg _)
      ⟨i, Finset.mem_univ i, Finset.sum_pos' (fun j _ => sq_nonneg _)
        ⟨j, Finset.mem_univ j, by positivity⟩⟩
  have hg : -(G * A).trace / (A * A).trace * (A * A).trace = -(G * A).trace :=
    div_mul_cancel₀ _ ht.ne'
  rw [lineVariance_eq hG hA tG tA, lineVariance_eq hG hA tG tA]
  generalize -(G * A).trace / (A * A).trace = k at hm hg ⊢
  have hg' : (G * A).trace = -(k * (A * A).trace) := by linarith
  -- completing the square
  have hpos : 0 < (A * A).trace * (m - k) ^ 2 :=
    mul_pos ht (pow_pos_of_ne m k hm)
  rw [hg']
  nlinarith [hpos]
where
  pow_pos_of_ne (x y : ℝ) (h : x ≠ y) : 0 < (x - y) ^ 2 := by
    have := sub_ne_zero.mpr h
    positivity

end

end TumblingLinewidth
```

```lean
#print axioms TumblingLinewidth.sphereAvg_shift
-- 'TumblingLinewidth.sphereAvg_shift' depends on axioms: [propext, Classical.choice, Quot.sound]
#print axioms TumblingLinewidth.lineVariance_eq
-- 'TumblingLinewidth.lineVariance_eq' depends on axioms: [propext, Classical.choice, Quot.sound]
#print axioms TumblingLinewidth.lineVariance_differences
-- 'TumblingLinewidth.lineVariance_differences' depends on axioms: [propext, Classical.choice, Quot.sound]
#print axioms TumblingLinewidth.lineVariance_min
-- 'TumblingLinewidth.lineVariance_min' depends on axioms: [propext, Classical.choice, Quot.sound]
```

## What the Lean definitions say about the spectrum

`fieldDir θ φ` is the unit vector u, and `sphereAvg` is the surface integral with weight sin θ, divided by 4π. `shift T u` is uᵀTu. `lineVariance G A m` is defined as the mean square of the shift; `sphereAvg_shift` shows that the mean is Tr T/3, hence zero for traceless tensors.

The main theorem, `lineVariance_eq`, assumes that both tensors are symmetric (`hG`, `hA`) and traceless (`tG`, `tA`). Tracelessness means that the isotropic g value and hyperfine coupling, which fix the line positions in solution to first order, have been removed. Both tensors are in the same frequency units and the same molecular axes; in angular frequency units, G is the traceless part of the g tensor times μ_B B₀/ħ, with B₀ the field strength. The projection `m` is any real number, whereas a nucleus of spin I supplies only −I, …, I; m₀ therefore need not be the position of an actual line.

The form of the shift assumes a high field, with electron and nuclear spins both quantised along it. The definitions contain neither motion nor non-secular couplings, so what is proved concerns the variance of the shift and not the full linewidth.

## From harmonics to traces in the proof

`shift_fieldDir` is the Fourier expansion, written with cos²φ − sin²φ and 2 sin φ cos φ for the second harmonics. `azimuth_mean` and `azimuth_sq` are the two φ integrals; their last two amplitudes, `u` and `v`, are s and t above. `polar_integral` supplies 16/15, 4/15 and 2/5.

`sphereAvg_shift_sq` joins these steps for a symmetric tensor. `sphereAvg_shift` does the same for the mean, after multiplying the quadratic p by sin²θ + cos²θ so that the quartic polar lemma applies. `lineVariance_eq` expands the trace, using `Matrix.trace_mul_comm` for Tr(AG) = Tr(GA). `lineVariance_differences` is then algebra, and `lineVariance_min` proves Tr A² > 0 from a nonzero entry and completes the square.

## An antiderivative and a multiple of sin² + cos² = 1

The proof turns on `intervalIntegral.integral_eq_sub_of_hasDerivAt`, the fundamental theorem of calculus. Given an explicit antiderivative, it replaces the integral by a difference of endpoint values and asks for two things: the derivative at each point, and integrability, which follows here from continuity.

The product rule rarely returns the integrand in its original form. `congr_deriv` reduces the mismatch to an algebraic identity. In `azimuth_sq` and `polar_integral` this identity holds only modulo sin² + cos² = 1, and `linear_combination` closes it with the exact multiple of that relation.

## Linewidths of a nitrogen triplet

For fast isotropic rotational diffusion, relaxation theory gives the secular contribution to 1/T₂ as τV(m), with τ the rank-2 correlation time and the tensors in angular frequency units. For a Lorentzian line, 1/T₂ is the half width at half maximum in angular frequency, and this is the width W used below; the peak-to-peak width of the derivative line is 2/√3 times as large. Within this secular model, a fit W(m) = W₀ + Bm + Cm² has

B = (4/15) τ Tr(GA), C = (2/15) τ Tr A².

For the ¹⁴N lines m = −1, 0, 1, B is half of W(1) − W(−1), and C is half of W(1) − 2W(0) + W(−1). The terms left out of this model can change both coefficients; in particular, the pseudosecular terms, in S_z I₊ and S_z I₋, broaden the lines in proportion to I(I+1) − m² and so lower C.

In code, first convert to angular frequency units: multiply the g tensor by μ_B B₀/ħ, and a hyperfine tensor given in hertz by 2π. Then subtract one third of the trace times the identity from each tensor and rotate both into common axes. Tr(GA) is now the sum of the elementwise products, because the matrices are symmetric.
